# The Holstein–Primakoff square root as a finite normally ordered series on the physical magnon states

Here a magnon means one unit by which S^z of a single spin is lowered from its maximum S. A spin S has 2S + 1 states, so it can hold at most N = 2S magnons. In the Holstein–Primakoff representation, the factor √(1 − n/N), with n the number of magnons, enforces this limit. If a code replaces it by the first-order Taylor form 1 − n/(2N), the factor at n = N is 1/2 instead of 0. The lowering operator then creates magnon N + 1, a state the spin does not have.

For N ≥ 1 a finite sum avoids this. Write (n)_k = n(n−1)…(n−k+1), with (n)_0 = 1. Exactly one set of real coefficients c_0, …, c_N satisfies

√(1 − n/N) = Σ_{k=0}^{N} c_k (n)_k for n = 0, …, N,

namely

c_k = (1/k!) Σ_{j=0}^{k} (−1)^(k−j) C(k,j) √(1 − j/N).

In particular c_0 = 1 and c_1 = √(1 − 1/N) − 1, which is never the Taylor value −1/(2N).

## Spin operators stored as boson strings

Let a† and a create and annihilate a magnon. A code that stores operators as normally ordered strings (a†)^k a^k can use

F = Σ_{k=0}^{N} c_k (a†)^k a^k, S⁺ = √N F a, S⁻ = √N a† F, S^z = N/2 − a†a.

For a single spin with at most N magnons, these satisfy [S⁺, S⁻] = 2S^z exactly (ħ = 1). Stopping the sum at k = K < N still gives the correct factor for n ≤ K, since the omitted terms vanish there. At n = N, however, the factor is then no longer 0, so S⁻ can again create magnon N + 1.

For spin 1/2, N = 1 and c_1 = −1, so F = 1 − a†a. The Taylor coefficient would be −1/2.

## From forward differences to the commutator

Let f(n) = √(1 − n/N) and Δf(n) = f(n+1) − f(n). A shift by one is 1 + Δ, so

f(n) = (1 + Δ)^n f(0) = Σ_{k=0}^{n} C(n,k) Δ^k f(0).

Since (n)_k = k! C(n,k), the coefficients are c_k = Δ^k f(0)/k!. Expanding Δ^k gives the alternating sum above. Terms with k > n vanish, so the sum may run to N.

For uniqueness, let e_k be the difference of two solutions, so Σ_k e_k (n)_k = 0 for every n ≤ N. If e_0, …, e_{n−1} are zero, only n! e_n = 0 remains, hence e_n = 0.

The first two coefficients are f(0) and f(1) − f(0). If c_1 were −1/(2N), squaring √(1 − 1/N) = 1 − 1/(2N) would give 1/(4N²) = 0.

Represent the unnormalised n-magnon state by X^n, with a† as multiplication by X and a as d/dX. Then (a†)^k a^k X^n = (n)_k X^n, so F X^n = f(n) X^n for n ≤ N. Therefore

S⁻ X^n = √N f(n) X^(n+1),
S⁺ X^(n+1) = √N (n+1) f(n) X^n.

With N f(n)² = N − n,

S⁺S⁻ X^n = (n+1)(N−n) X^n,
S⁻S⁺ X^n = n(N−n+1) X^n.

The difference is (N − 2n) X^n = 2S^z X^n. For normalised states |n⟩ = X^n/√(n!), the matrix element is ⟨n+1|S⁻|n⟩ = √((n+1)(N−n)).

## The Lean file

```lean
import Mathlib

open Polynomial

namespace TerminatingHolsteinPrimakoff

noncomputable section

/-- The Holstein-Primakoff factor `√(1 - n/N)` for `n` magnons on a spin with `N = 2S`;
its domain is `N ≥ 1`, `n ≤ N`. -/
def hpFactor (N n : ℕ) : ℝ := √(1 - (n : ℝ) / N)

/-- The Newton coefficient of a function of the occupation number: its `k`-th forward
difference at zero, divided by `k!`. -/
def newtonCoeff (f : ℕ → ℝ) (k : ℕ) : ℝ :=
  (∑ j ∈ Finset.range (k + 1), (-1 : ℝ) ^ (k - j) * (k.choose j : ℝ) * f j) / (k.factorial : ℝ)

/-- The coefficient `c_k` of the terminating Holstein-Primakoff series, for `N ≥ 1`, `k ≤ N`. -/
def hpCoeff (N k : ℕ) : ℝ := newtonCoeff (hpFactor N) k

/-- The magnon creation operator: multiplication by `X`, where `X ^ n` stands for the
unnormalised state with `n` magnons. -/
def create : Module.End ℝ ℝ[X] := LinearMap.mulLeft ℝ X

/-- The magnon annihilation operator: differentiation with respect to `X`. -/
def annihilate : Module.End ℝ ℝ[X] := Polynomial.derivative

/-- The terminating, normally ordered series `∑ c_k (a†)^k a^k` with `k = 0, …, N`. -/
def hpSeries (N : ℕ) : Module.End ℝ ℝ[X] :=
  ∑ k ∈ Finset.range (N + 1), hpCoeff N k • (create ^ k * annihilate ^ k)

/-- The spin raising operator `S⁺ = √N (∑ c_k (a†)^k a^k) a`. -/
def spinPlus (N : ℕ) : Module.End ℝ ℝ[X] := √(N : ℝ) • (hpSeries N * annihilate)

/-- The spin lowering operator `S⁻ = √N a† (∑ c_k (a†)^k a^k)`. -/
def spinMinus (N : ℕ) : Module.End ℝ ℝ[X] := √(N : ℝ) • (create * hpSeries N)

/-- The spin component `S^z = N/2 - a†a`. -/
def spinZ (N : ℕ) : Module.End ℝ ℝ[X] := ((N : ℝ) / 2) • 1 - create * annihilate

/-- Any function of the occupation number agrees, for `n ≤ N`, with a finite sum of falling
factorials weighted by its Newton coefficients. -/
theorem newton_expansion (f : ℕ → ℝ) {N n : ℕ} (hn : n ≤ N) :
    f n = ∑ k ∈ Finset.range (N + 1), newtonCoeff f k * (n.descFactorial k : ℝ) := by
  have h1 := shift_eq_sum_fwdDiff_iter 1 f n 0
  have h2 : ∀ k, newtonCoeff f k * (n.descFactorial k : ℝ)
      = n.choose k • (fwdDiff 1)^[k] f 0 := by
    intro k
    have hs : (fwdDiff 1)^[k] f 0
        = ∑ j ∈ Finset.range (k + 1), (-1 : ℝ) ^ (k - j) * (k.choose j : ℝ) * f j := by
      rw [fwdDiff_iter_eq_sum_shift]
      refine Finset.sum_congr rfl fun j _ => ?_
      simp [zsmul_eq_mul]
    have hk : (k.factorial : ℝ) ≠ 0 := by positivity
    rw [newtonCoeff, ← hs, Nat.descFactorial_eq_factorial_mul_choose, nsmul_eq_mul,
      Nat.cast_mul, ← mul_assoc, div_mul_cancel₀ _ hk, mul_comm]
  -- terms with `k > n` vanish
  have h3 : ∑ k ∈ Finset.range (n + 1), newtonCoeff f k * (n.descFactorial k : ℝ)
      = ∑ k ∈ Finset.range (N + 1), newtonCoeff f k * (n.descFactorial k : ℝ) := by
    refine Finset.sum_subset (fun k hk => ?_) (fun k _ hk => ?_)
    · rw [Finset.mem_range] at hk ⊢
      omega
    · rw [Finset.mem_range] at hk
      rw [Nat.descFactorial_eq_zero_iff_lt.2 (by omega), Nat.cast_zero, mul_zero]
  rw [← h3, Finset.sum_congr rfl fun k _ => h2 k, ← h1]
  simp

/-- A combination of the first `N + 1` falling factorials that vanishes at every occupation
number `n ≤ N` has only zero coefficients. -/
theorem coefficients_eq_zero {N : ℕ} (e : Fin (N + 1) → ℝ)
    (h : ∀ n ≤ N, ∑ k, e k * (n.descFactorial k : ℝ) = 0) : ∀ k, e k = 0 := by
  have key : ∀ n (hn : n < N + 1), e ⟨n, hn⟩ = 0 := by
    intro n
    induction n using Nat.strong_induction_on with
    | _ n ih =>
      intro hn
      have hs := h n (by omega)
      -- only the diagonal term of the triangular system survives
      rw [Finset.sum_eq_single (⟨n, hn⟩ : Fin (N + 1))] at hs
      · have hf : (n.descFactorial n : ℝ) ≠ 0 := by
          rw [Nat.descFactorial_self]
          positivity
        exact (mul_eq_zero.1 hs).resolve_right hf
      · intro b _ hb
        have hb' : (b : ℕ) ≠ n := fun hh => hb (Fin.ext hh)
        rcases lt_or_gt_of_ne hb' with hlt | hgt
        · have h0 : e b = 0 := ih b hlt b.isLt
          rw [h0, zero_mul]
        · rw [Nat.descFactorial_eq_zero_iff_lt.2 hgt, Nat.cast_zero, mul_zero]
      · intro hh
        exact absurd (Finset.mem_univ _) hh
  exact fun k => key k k.isLt

/-- For `N = 2S ≥ 1`, real coefficients reproduce `√(1 - n/N)` at all `n = 0, …, N` exactly when
they are the `c_k`; here `c_0 = 1`, and `c_1 = √(1 - 1/N) - 1` differs from `-1/(2N)`. -/
theorem terminating_series {N : ℕ} (hN : 1 ≤ N) :
    (∀ c : Fin (N + 1) → ℝ,
      (∀ n ≤ N, √(1 - (n : ℝ) / N) = ∑ k, c k * (n.descFactorial k : ℝ)) ↔
        ∀ k, c k = hpCoeff N k) ∧
    hpCoeff N 0 = 1 ∧ hpCoeff N 1 = √(1 - 1 / (N : ℝ)) - 1 ∧
    hpCoeff N 1 ≠ -1 / (2 * (N : ℝ)) := by
  have hexp : ∀ n ≤ N, √(1 - (n : ℝ) / N)
      = ∑ k : Fin (N + 1), hpCoeff N k * (n.descFactorial k : ℝ) := by
    intro n hn
    rw [Fin.sum_univ_eq_sum_range (fun k => hpCoeff N k * (n.descFactorial k : ℝ))]
    exact newton_expansion (hpFactor N) hn
  have h1 : hpCoeff N 1 = √(1 - 1 / (N : ℝ)) - 1 := by
    simp [hpCoeff, newtonCoeff, hpFactor, Finset.sum_range_succ]
    ring
  refine ⟨fun c => ⟨fun hc k => ?_, fun hc n hn => ?_⟩, ?_, h1, ?_⟩
  · refine sub_eq_zero.1 (coefficients_eq_zero (fun k => c k - hpCoeff N k) (fun n hn => ?_) k)
    simp only [sub_mul, Finset.sum_sub_distrib]
    rw [← hc n hn, ← hexp n hn, sub_self]
  · rw [hexp n hn]
    exact Finset.sum_congr rfl fun k _ => by rw [hc k]
  · simp [hpCoeff, newtonCoeff, hpFactor]
  · -- squaring the Taylor value would force `1/(4N²) = 0`
    intro h
    have hN1 : (1 : ℝ) ≤ N := by exact_mod_cast hN
    have hpos : (0 : ℝ) < 1 / (N : ℝ) := by positivity
    have hle : 1 / (N : ℝ) ≤ 1 := (div_le_one (by linarith)).2 hN1
    have hsq := Real.sq_sqrt (sub_nonneg.2 hle)
    have ht : -1 / (2 * (N : ℝ)) = -(1 / (N : ℝ)) / 2 := by field_simp
    have hr : √(1 - 1 / (N : ℝ)) = 1 - 1 / (N : ℝ) / 2 := by linarith
    rw [hr] at hsq
    nlinarith [mul_pos hpos hpos]

/-- The normally ordered product `(a†)^k a^k` multiplies the state with `n` magnons by
`n(n-1)…(n-k+1)`. -/
theorem normalOrdered_apply (k n : ℕ) :
    (create ^ k * annihilate ^ k) (X ^ n) = (n.descFactorial k : ℝ) • (X ^ n : ℝ[X]) := by
  have ha : (annihilate ^ k) (X ^ n) = (n.descFactorial k : ℝ) • (X ^ (n - k) : ℝ[X]) := by
    induction k with
    | zero => simp
    | succ k ih =>
      rw [pow_succ', Module.End.mul_apply, ih, map_smul, annihilate, derivative_X_pow,
        ← smul_eq_C_mul, smul_smul, Nat.descFactorial_succ, Nat.cast_mul, mul_comm, Nat.sub_sub]
  have hc : ∀ p : ℝ[X], (create ^ k) p = X ^ k * p := by
    intro p
    induction k with
    | zero => simp
    | succ k ih => simp [create, LinearMap.pow_mulLeft]
  rw [Module.End.mul_apply, ha, map_smul, hc]
  rcases le_or_gt k n with h | h
  · rw [← pow_add, Nat.add_sub_cancel' h]
  · rw [Nat.descFactorial_eq_zero_iff_lt.2 h, Nat.cast_zero, zero_smul, zero_smul]

/-- On a state with `n ≤ N` magnons the terminating operator series acts as multiplication by
the Holstein-Primakoff factor. -/
theorem hpSeries_apply {N n : ℕ} (hn : n ≤ N) :
    hpSeries N (X ^ n) = hpFactor N n • (X ^ n : ℝ[X]) := by
  rw [newton_expansion (hpFactor N) hn, Finset.sum_smul, hpSeries, LinearMap.sum_apply]
  refine Finset.sum_congr rfl fun k _ => ?_
  rw [LinearMap.smul_apply, normalOrdered_apply, smul_smul, hpCoeff]

/-- With the terminating series in place of the square root, `[S⁺, S⁻] = 2 S^z` holds exactly on
every state with `n ≤ N` magnons. -/
theorem spin_commutator {N n : ℕ} (hn : n ≤ N) :
    (spinPlus N * spinMinus N - spinMinus N * spinPlus N) (X ^ n)
      = (2 : ℝ) • spinZ N (X ^ n) := by
  have hs : √(N : ℝ) * √(N : ℝ) = N := Real.mul_self_sqrt (Nat.cast_nonneg N)
  have hf : ∀ m ≤ N, (N : ℝ) * hpFactor N m ^ 2 = N - m := by
    intro m hm
    rcases Nat.eq_zero_or_pos N with h0 | h0
    · subst h0
      obtain rfl : m = 0 := by omega
      simp
    · have hp : (0 : ℝ) < N := by exact_mod_cast h0
      have hle : (m : ℝ) / N ≤ 1 := (div_le_one hp).2 (by exact_mod_cast hm)
      rw [hpFactor, Real.sq_sqrt (sub_nonneg.2 hle), mul_sub, mul_one,
        mul_div_cancel₀ _ hp.ne']
  have hminus : ∀ m ≤ N, spinMinus N (X ^ m)
      = (√(N : ℝ) * hpFactor N m) • (X ^ (m + 1) : ℝ[X]) := by
    intro m hm
    rw [spinMinus, LinearMap.smul_apply, Module.End.mul_apply, hpSeries_apply hm, map_smul,
      smul_smul, create, LinearMap.mulLeft_apply, ← pow_succ']
  have hplus : ∀ m ≤ N, spinPlus N (X ^ (m + 1))
      = (√(N : ℝ) * (((m : ℝ) + 1) * hpFactor N m)) • (X ^ m : ℝ[X]) := by
    intro m hm
    rw [spinPlus, LinearMap.smul_apply, Module.End.mul_apply, annihilate, derivative_X_pow,
      ← smul_eq_C_mul, map_smul, Nat.add_sub_cancel, hpSeries_apply hm, smul_smul, smul_smul,
      Nat.cast_add, Nat.cast_one, mul_assoc]
  -- lowering and then raising
  have hpm : spinPlus N (spinMinus N (X ^ n))
      = (((n : ℝ) + 1) * (N - n)) • (X ^ n : ℝ[X]) := by
    rw [hminus n hn, map_smul, hplus n hn, smul_smul]
    congr 1
    linear_combination ((n : ℝ) + 1) * hpFactor N n ^ 2 * hs + ((n : ℝ) + 1) * hf n hn
  -- raising and then lowering
  have hmp : spinMinus N (spinPlus N (X ^ n))
      = ((n : ℝ) * (N - n + 1)) • (X ^ n : ℝ[X]) := by
    cases n with
    | zero => simp [spinPlus, annihilate]
    | succ m =>
      have hm : m ≤ N := by omega
      rw [hplus m hm, map_smul, hminus m hm, smul_smul]
      congr 1
      push_cast
      linear_combination ((m : ℝ) + 1) * hpFactor N m ^ 2 * hs + ((m : ℝ) + 1) * hf m hm
  have hz : (create * annihilate) (X ^ n) = (n : ℝ) • (X ^ n : ℝ[X]) := by
    have h := normalOrdered_apply 1 n
    rwa [pow_one, pow_one, Nat.descFactorial_one] at h
  rw [LinearMap.sub_apply, Module.End.mul_apply, Module.End.mul_apply, hpm, hmp, spinZ,
    LinearMap.sub_apply, hz, LinearMap.smul_apply, Module.End.one_apply]
  module

end

end TerminatingHolsteinPrimakoff
```

```lean
#print axioms TerminatingHolsteinPrimakoff.terminating_series
-- 'TerminatingHolsteinPrimakoff.terminating_series' depends on axioms: [propext, Classical.choice, Quot.sound]
#print axioms TerminatingHolsteinPrimakoff.normalOrdered_apply
-- 'TerminatingHolsteinPrimakoff.normalOrdered_apply' depends on axioms: [propext, Classical.choice, Quot.sound]
#print axioms TerminatingHolsteinPrimakoff.spin_commutator
-- 'TerminatingHolsteinPrimakoff.spin_commutator' depends on axioms: [propext, Classical.choice, Quot.sound]
```

## Reading the theorems and their proofs

`terminating_series` assumes `1 ≤ N` and states existence and uniqueness as one equivalence: a family `c` reproduces the square root exactly when each `c k` equals `hpCoeff N k`. Here `n.descFactorial k` is (n)_k. Operators have type `Module.End ℝ ℝ[X]`, linear maps on real polynomials; in a product the right factor acts first.

`newton_expansion` takes the shift formula from Mathlib and extends the sum to N. `coefficients_eq_zero` solves the triangular system by strong induction. `normalOrdered_apply` differentiates k times by induction, and `hpSeries_apply` sums the results. In `spin_commutator`, `hpm` and `hmp` are the two products above; `linear_combination` inserts N f(n)² = N − n.

## One spin, at most N magnons

The bound n ≤ N matters: for N = 1 and n = 2 the commutator gives 3X², whereas 2S^z gives −3X². A code with a larger boson cutoff must restrict states and traces to the physical sector n ≤ N, which S⁺ and S⁻ preserve.

The theorems treat one spin, without an inner product or the commutators with S^z. Going to a magnet requires one boson mode per site, with operators on different sites commuting. The coefficients are real numbers, not floats: the alternating sum can lose digits to cancellation at large k.
